# In finite dimension, a perturbation odd under centre exchange never raises the ground energy of a Hamiltonian even under it

Let $V$ be a real inner product space, with inner product $\langle x,y\rangle$ and norm $\|x\|$. Three linear operators act on it: a Hamiltonian $H$, a perturbation $W$ and a swap $J$. For a real number $d$, $E(d)$ denotes the lowest eigenvalue of $H+dW$. A ground vector of $H$ is a nonzero $x$ with $Hx=E(0)x$.

The picture is a diatomic molecule with clamped nuclei A and B of charges $Z(1+d)$ and $Z(1-d)$. In atomic units $H$ is the electronic Hamiltonian at equal charges, $W=-Z\sum_i(1/r_{iA}-1/r_{iB})$, where $r_{iA}$ and $r_{iB}$ are the distances of electron $i$ from the nuclei, and $J$ reflects all electrons through the plane midway between the nuclei. Nuclear repulsion is left out of $E(d)$. The space $V$ is the span of a finite real basis, chosen so that $J$ maps $V$ into itself, and the operators are compressed to $V$.

In Lean an operator has type `V →ₗ[ℝ] V`, and `groundEnergy (H + d • W)` is $E(d)$, defined as the infimum of the set of eigenvalues. The predicate `IsCentreSwap H W J` collects the hypotheses on the operators: all three are symmetric, $J^2=1$, $JHJ=H$ and $JWJ=-W$.

```lean
import Mathlib

open scoped InnerProductSpace

namespace ChargeAsymmetry

noncomputable section

variable {V : Type*} [NormedAddCommGroup V] [InnerProductSpace ℝ V]
variable {H W J A : V →ₗ[ℝ] V}

/-- The ground energy of a symmetric operator on a nonzero finite-dimensional real space:
the infimum of its eigenvalues. -/
def groundEnergy (A : V →ₗ[ℝ] V) : ℝ := sInf {E | ∃ x, x ≠ 0 ∧ A x = E • x}

/-- The symmetric involution `J` exchanges the two centres: it leaves the symmetric
Hamiltonian `H` unchanged and reverses the sign of the symmetric perturbation `W`. -/
structure IsCentreSwap (H W J : V →ₗ[ℝ] V) : Prop where
  symmH : H.IsSymmetric
  symmW : W.IsSymmetric
  symmJ : J.IsSymmetric
  invol : ∀ x, J (J x) = x
  even : ∀ x, J (H (J x)) = H x
  odd : ∀ x, J (W (J x)) = -W x
```

Under these hypotheses, for $V$ finite-dimensional and nonzero, $E(-d)=E(d)$, and $E(d)\le E(c)$ whenever $|c|\le|d|$. The inequality $E(d)<E(0)$ is strict if $d\ne0$ and $W$ does not annihilate some ground vector of $H$. Matrix elements of $H+dW$ between vectors with $Jx=x$ do not depend on $d$.

For a James–Coolidge or Kołos–Wolniewicz expansion in such a finite basis, this means that functions even under the swap cannot describe the charge asymmetry: their energy expectation stays at or above $E(0)\|x\|^2$ for every $d$. Functions odd under the swap have to be included.

## The swap relations: $J^2=1$, $JHJ=H$, $JWJ=-W$

Physically, swapping the centres twice does nothing, the equal-charge molecule looks the same after a swap, and the charge difference changes sign.

By hand, applying $J$ to $JHJx=Hx$ and to $JWJx=-Wx$ gives $HJx=JHx$ and $WJx=-JWx$. If $(H+dW)x=Ex$ with $x\neq0$, then
$$(H-dW)Jx=JHx+dJWx=J(H+dW)x=E\,Jx ,$$
and $Jx\ne0$ because $J(Jx)=x$. Every eigenvalue at $d$ is thus an eigenvalue at $-d$, and the converse follows by replacing $d$ with $-d$. The two sets of eigenvalues coincide, so $E(-d)=E(d)$.

The proof of `groundEnergy_even` has the same shape. Its inner statement `key` transports an eigenvector by `J`, with `hHJ` and `hWJ` as the two commutation rules, and is then used at `d` and at `-d`. Neither finite dimension nor symmetry of the operators enters.

Without $JHJ=H$, a first-order term can raise the energy. With $J$ swapping two coordinates, $H=\mathrm{diag}(-1,0)$ and $W=\mathrm{diag}(1,-1)$, one finds $E(0)=-1$ but $E(1/2)=-1/2$. Without $JWJ=-W$, the choice $W=1$ gives $E(d)=E(0)+d$. The condition $J^2=1$ is less critical: for a symmetric $J$ in finite dimension that obeys the other two relations, replacing each eigenvalue of $J$ by its sign, and zero by $+1$, gives an involution that obeys them too.

```lean
/-- If `J` is a centre swap for `H` and `W`, reversing the sign of `d` leaves the ground energy of
`H + d • W` unchanged. -/
theorem groundEnergy_even (h : IsCentreSwap H W J) (d : ℝ) :
    groundEnergy (H + (-d) • W) = groundEnergy (H + d • W) := by
  -- `J` carries eigenvectors at `d` to eigenvectors at `-d`
  have key : ∀ d E : ℝ, (∃ x, x ≠ 0 ∧ (H + d • W) x = E • x) →
      ∃ x, x ≠ 0 ∧ (H + (-d) • W) x = E • x := by
    rintro d E ⟨x, hx0, hx⟩
    have hHJ : H (J x) = J (H x) := by rw [← h.invol (H (J x)), h.even]
    have hWJ : W (J x) = -J (W x) := by rw [← h.invol (W (J x)), h.odd, map_neg]
    refine ⟨J x, fun h0 => hx0 (by rw [← h.invol x, h0, map_zero]), ?_⟩
    have hJx := congrArg J hx
    simp only [LinearMap.add_apply, LinearMap.smul_apply, map_add, map_smul] at hJx ⊢
    rw [hHJ, hWJ, ← hJx]
    module
  unfold groundEnergy
  congr 1
  ext E
  constructor
  · intro hE
    have h1 := key (-d) E hE
    rw [neg_neg] at h1
    exact h1
  · intro hE
    exact key d E hE
```

## Finite dimension and symmetric $H$ and $W$

On a nonzero finite-dimensional real space, a symmetric operator has a lowest eigenvalue, and this is its variational minimum. Without symmetry there may be no real eigenvalue at all, as for a rotation of the plane by a right angle.

Let $A$ be symmetric, with orthonormal eigenvectors $b_i$, eigenvalues $e_i$ and smallest eigenvalue $e_k$. Then
$$\langle y,Ay\rangle=\sum_i e_i\langle b_i,y\rangle^2\ \ge\ e_k\sum_i\langle b_i,y\rangle^2=e_k\|y\|^2 .$$
Taking $y$ to be an eigenvector with eigenvalue $E$ gives $E\ge e_k$, so $e_k$ is the infimum and is attained. `groundEnergy_spec` proves both parts: `hlow` is the expansion, compared term by term, and `hleast` identifies the least eigenvalue.

```lean
variable [FiniteDimensional ℝ V] [Nontrivial V]

/-- Variational principle: the ground energy of a symmetric operator on a nonzero finite-dimensional
space is an eigenvalue, and its product with `‖y‖ ^ 2` is at most `⟪y, A y⟫` for every vector `y`.
-/
theorem groundEnergy_spec (hA : A.IsSymmetric) :
    (∃ x, x ≠ 0 ∧ A x = groundEnergy A • x) ∧
      ∀ y, groundEnergy A * ‖y‖ ^ 2 ≤ ⟪y, A y⟫_ℝ := by
  have : Nonempty (Fin (Module.finrank ℝ V)) := ⟨⟨0, Module.finrank_pos⟩⟩
  let b := hA.eigenvectorBasis rfl
  let e := hA.eigenvalues rfl
  have hb : ∀ i, A (b i) = e i • b i := fun i => hA.apply_eigenvectorBasis rfl i
  obtain ⟨k, hk⟩ := Finite.exists_min e
  -- expand the expectation value in the eigenbasis
  have hlow : ∀ y, e k * ‖y‖ ^ 2 ≤ ⟪y, A y⟫_ℝ := by
    intro y
    rw [← real_inner_self_eq_norm_sq, ← b.sum_inner_mul_inner y y,
      ← b.sum_inner_mul_inner y (A y), Finset.mul_sum]
    apply Finset.sum_le_sum
    intro i _
    rw [← hA (b i) y, hb, real_inner_smul_left, real_inner_comm (b i) y]
    nlinarith [mul_le_mul_of_nonneg_right (hk i) (mul_self_nonneg ⟪b i, y⟫_ℝ)]
  have hleast : IsLeast {E | ∃ x, x ≠ 0 ∧ A x = E • x} (e k) := by
    refine ⟨⟨b k, b.orthonormal.ne_zero k, hb k⟩, ?_⟩
    rintro E ⟨x, hx0, hx⟩
    have h := hlow x
    rw [hx, real_inner_smul_right, real_inner_self_eq_norm_sq] at h
    exact le_of_mul_le_mul_right h (pow_pos (norm_pos_iff.mpr hx0) 2)
  have hg : groundEnergy A = e k := hleast.csInf_eq
  rw [hg]
  exact ⟨hleast.1, hlow⟩
```

Now apply this bound to $H+dW$ and to $H-dW$, whose ground energies agree:
$$E(d)\|x\|^2\le\langle x,Hx\rangle\pm d\langle x,Wx\rangle .$$
The better of the two signs gives
$$E(d)\|x\|^2\le\langle x,Hx\rangle-|d\langle x,Wx\rangle| .$$
In `groundEnergy_le_sub_abs` the two bounds are `hp` and `hm`, and `abs_cases` selects the sign.

```lean
/-- If `J` is a centre swap for `H` and `W`, then for every trial vector `x` the ground energy of
`H + d • W` times `‖x‖ ^ 2` is at most `⟪x, H x⟫` minus the magnitude of the first-order term
`d * ⟪x, W x⟫`. -/
theorem groundEnergy_le_sub_abs (h : IsCentreSwap H W J) (d : ℝ) (x : V) :
    groundEnergy (H + d • W) * ‖x‖ ^ 2 ≤ ⟪x, H x⟫_ℝ - |d * ⟪x, W x⟫_ℝ| := by
  have hp := (groundEnergy_spec (h.symmH.add (h.symmW.smul (c := d) (by simp)))).2 x
  have hm := (groundEnergy_spec (h.symmH.add (h.symmW.smul (c := -d) (by simp)))).2 x
  rw [groundEnergy_even h] at hm
  simp only [LinearMap.add_apply, LinearMap.smul_apply, inner_add_right,
    real_inner_smul_right] at hp hm
  rcases abs_cases (d * ⟪x, W x⟫_ℝ) with ⟨h1, _⟩ | ⟨h1, _⟩ <;> rw [h1] <;> linarith
```

For $|c|\le|d|$, let $x$ be an eigenvector of $H+cW$ with eigenvalue $E(c)$. Then
$$E(d)\|x\|^2\le\langle x,Hx\rangle-|d\langle x,Wx\rangle|\le\langle x,Hx\rangle-|c\langle x,Wx\rangle|\le\langle x,Hx\rangle+c\langle x,Wx\rangle=E(c)\|x\|^2 ,$$
and division by $\|x\|^2>0$ gives $E(d)\le E(c)$. In `groundEnergy_antitone`, `h1` is the first inequality, `h3` the second, `h4` the third, and `h2` the final equality.

If $W$ is not symmetric, the energy can rise. Take $J=\mathrm{diag}(1,-1)$, $H=\mathrm{diag}(-1,1)$ and $W=\begin{pmatrix}0&1\\-1&0\end{pmatrix}$. All the other hypotheses hold, yet $E(d)=-\sqrt{1-d^2}>E(0)$ for $0<|d|<1$. In infinite dimension a symmetric operator may have no eigenvalue at all, and `groundEnergy` then loses its meaning.

```lean
/-- If `J` is a centre swap for `H` and `W`, the ground energy of `H + d • W` never rises when the
magnitude of `d` grows. -/
theorem groundEnergy_antitone (h : IsCentreSwap H W J) {c d : ℝ} (hcd : |c| ≤ |d|) :
    groundEnergy (H + d • W) ≤ groundEnergy (H + c • W) := by
  obtain ⟨x, hx0, hx⟩ :=
    (groundEnergy_spec (h.symmH.add (h.symmW.smul (c := c) (by simp)))).1
  have h1 := groundEnergy_le_sub_abs h d x
  have h2 := congrArg (fun y => ⟪x, y⟫_ℝ) hx
  simp only [LinearMap.add_apply, LinearMap.smul_apply, inner_add_right,
    real_inner_smul_right, real_inner_self_eq_norm_sq] at h2
  have h3 : |c * ⟪x, W x⟫_ℝ| ≤ |d * ⟪x, W x⟫_ℝ| := by
    rw [abs_mul, abs_mul]
    exact mul_le_mul_of_nonneg_right hcd (abs_nonneg _)
  have h4 := neg_abs_le (c * ⟪x, W x⟫_ℝ)
  exact le_of_mul_le_mul_right (by linarith) (pow_pos (norm_pos_iff.mpr hx0) 2)
```

## A nonzero $d$ and a ground vector on which $W$ acts

The condition $Wx\ne0$ says that the charge difference does something to at least one ground vector $x$ of $H$. The other ground vectors, if the level is degenerate, may be annihilated.

Suppose $d\ne0$ and $E(d)=E(0)=E_0$, and let $x$ be any ground vector of $H$. The bound with the absolute value becomes $E_0\|x\|^2\le E_0\|x\|^2-|d\langle x,Wx\rangle|$, so $d\langle x,Wx\rangle=0$. Put $r=Wx$ and use the trial vector $x+tr$ with real $t$. Since $(H+dW-E_0)x=dr$, the variational principle reads
$$0\le\langle x+tr,(H+dW-E_0)(x+tr)\rangle=t^2\langle r,(H+dW-E_0)r\rangle+2td\|r\|^2 .$$
A quadratic in $t$ that is never negative has discriminant at most zero. Here the discriminant is $4d^2\|r\|^4$, so $r=0$. If some ground vector has $Wx\ne0$, the energies therefore differ, and $E(d)<E(0)$.

In the third clause of `charge_asymmetry`, `h2` is the vanishing first-order term, `hq` the quadratic inequality and `discrim_le_zero` the discriminant step. The hypothesis there does not require `x ≠ 0`, because `W x ≠ 0` implies it.

At $d=0$ strictness is impossible. If $W$ annihilates every ground vector it can fail at every $d$, as $W=0$ shows.

## Symmetric $J$

A reflection preserves overlaps, and for an involution this is the same as being symmetric. Only the statement about matrix elements uses it. For $Jx=x$ and $Jy=y$,
$$\langle x,Wy\rangle=\langle Jx,Wy\rangle=\langle x,JWJy\rangle=-\langle x,Wy\rangle ,$$
so $\langle x,Wy\rangle=0$ and $\langle x,(H+dW)y\rangle=\langle x,Hy\rangle$. The last block of the proof below carries this out with `h.odd` and `h.symmJ`.

Without symmetry of $J$ the statement fails. Let $H=0$, $J=\begin{pmatrix}1&1\\0&-1\end{pmatrix}$ and $W=\begin{pmatrix}1&-2\\-2&-1\end{pmatrix}$. The remaining relations hold, but the fixed vector $x=(1,0)$ has $\langle x,(H+dW)x\rangle=d$.

```lean
/-- Let `J` be a centre swap for `H` and `W`. The ground energy of `H + d • W` is even in `d` and at
most its value at `d = 0`, strictly below it if `d ≠ 0` and `W` does not annihilate every ground
vector of `H`. Matrix elements of `H + d • W` between vectors fixed by `J` equal those of `H`. -/
theorem charge_asymmetry (h : IsCentreSwap H W J) (d : ℝ) :
    groundEnergy (H + (-d) • W) = groundEnergy (H + d • W) ∧
    groundEnergy (H + d • W) ≤ groundEnergy H ∧
    (d ≠ 0 → (∃ x, H x = groundEnergy H • x ∧ W x ≠ 0) →
      groundEnergy (H + d • W) < groundEnergy H) ∧
    ∀ x y, J x = x → J y = y → ⟪x, (H + d • W) y⟫_ℝ = ⟪x, H y⟫_ℝ := by
  have hle : groundEnergy (H + d • W) ≤ groundEnergy H := by
    have h0 := groundEnergy_antitone h (c := 0) (d := d) (by simp)
    rwa [zero_smul, add_zero] at h0
  refine ⟨groundEnergy_even h d, hle, ?_, ?_⟩
  · rintro hd ⟨x, hx, hWx⟩
    refine lt_of_le_of_ne hle fun heq => hWx ?_
    have h1 := groundEnergy_le_sub_abs h d x
    rw [heq, hx, real_inner_smul_right, real_inner_self_eq_norm_sq] at h1
    -- equality of energies removes the first-order term
    have h2 : d * ⟪x, W x⟫_ℝ = 0 :=
      abs_eq_zero.mp (le_antisymm (by linarith) (abs_nonneg _))
    obtain ⟨r, hr⟩ : ∃ r, r = W x := ⟨_, rfl⟩
    rw [← hr] at h2 ⊢
    have e1 : ⟪x, H r⟫_ℝ = groundEnergy H * ⟪x, r⟫_ℝ := by
      rw [← h.symmH x r, hx, real_inner_smul_left]
    have e2 : ⟪x, W r⟫_ℝ = ⟪r, r⟫_ℝ := by rw [← h.symmW x r, ← hr]
    -- admix the response `r = W x` to the ground vector
    have hq : ∀ t : ℝ, 0 ≤ (⟪r, H r⟫_ℝ + d * ⟪r, W r⟫_ℝ - groundEnergy H * ⟪r, r⟫_ℝ) * (t * t)
        + (2 * (d * ⟪r, r⟫_ℝ)) * t + 0 := by
      intro t
      have h3 := (groundEnergy_le_sub_abs h d (x + t • r)).trans
        (sub_le_sub_left (neg_le_abs (d * ⟪x + t • r, W (x + t • r)⟫_ℝ)) _)
      rw [heq, ← real_inner_self_eq_norm_sq] at h3
      simp only [map_add, map_smul, hx, ← hr, inner_add_left, inner_add_right,
        real_inner_smul_left, real_inner_smul_right] at h3
      rw [e1, e2, real_inner_comm x r] at h3
      nlinarith [h3, h2]
    have hD := discrim_le_zero hq
    unfold discrim at hD
    have h4 : 2 * (d * ⟪r, r⟫_ℝ) = 0 :=
      (pow_eq_zero_iff two_ne_zero).mp (le_antisymm (by linarith) (sq_nonneg _))
    have h5 : d * ⟪r, r⟫_ℝ = 0 := by linarith
    exact inner_self_eq_zero.mp ((mul_eq_zero.mp h5).resolve_left hd)
  · intro x y hx hy
    -- `W y` is odd under exchange, hence orthogonal to `x`
    have h1 := h.odd y
    rw [hy] at h1
    have h2 := h.symmJ x (W y)
    rw [hx, h1, inner_neg_right] at h2
    rw [LinearMap.add_apply, LinearMap.smul_apply, inner_add_right, real_inner_smul_right,
      show ⟪x, W y⟫_ℝ = 0 by linarith, mul_zero, add_zero]
```

## Two coupled sites that meet every hypothesis

The operator `twoCentre a b c` is the matrix $\begin{pmatrix}a&b\\b&c\end{pmatrix}$ on the Euclidean plane. Take
$$H=\begin{pmatrix}0&-1\\-1&0\end{pmatrix},\qquad W=\begin{pmatrix}1&0\\0&-1\end{pmatrix},\qquad J=\begin{pmatrix}0&1\\1&0\end{pmatrix}.$$
This is one electron on two sites, with hopping in $H$ and opposite site shifts in $W$.

```lean
/-- The two-centre operator with site energies `a`, `c` and coupling `b`. -/
def twoCentre (a b c : ℝ) : EuclideanSpace ℝ (Fin 2) →ₗ[ℝ] EuclideanSpace ℝ (Fin 2) where
  toFun x := !₂[a * x 0 + b * x 1, b * x 0 + c * x 1]
  map_add' x y := by ext i; fin_cases i <;> simp <;> ring
  map_smul' t x := by ext i; fin_cases i <;> simp <;> ring
```

`isCentreSwap_witness` verifies the relations coordinate by coordinate and shows that $W$ annihilates no nonzero vector. The strict inequality therefore applies at every $d\ne0$. Diagonalising the $2\times2$ matrix directly gives $E(d)=-\sqrt{1+d^2}$, a closed form that the Lean code does not derive. The vector $(1,1)/\sqrt2$, which is even under the swap, keeps the energy expectation $-1$ for all $d$.

```lean
/-- Two coupled centres, with `J` exchanging the sites and `W` shifting their energies
oppositely, meet all the symmetry relations, and `W` annihilates no nonzero vector. -/
theorem isCentreSwap_witness :
    IsCentreSwap (twoCentre 0 (-1) 0) (twoCentre 1 0 (-1)) (twoCentre 0 1 0) ∧
    ∀ x, x ≠ 0 → twoCentre 1 0 (-1) x ≠ 0 := by
  have hsym : ∀ a b c : ℝ, (twoCentre a b c).IsSymmetric := by
    intro a b c x y
    simp [twoCentre, PiLp.inner_apply, Fin.sum_univ_two]
    ring
  refine ⟨⟨hsym _ _ _, hsym _ _ _, hsym _ _ _,
    fun x => by ext i; fin_cases i <;> simp [twoCentre],
    fun x => by ext i; fin_cases i <;> simp [twoCentre],
    fun x => by ext i; fin_cases i <;> simp [twoCentre]⟩, fun x hx h => hx ?_⟩
  have h0 : 1 * x 0 + 0 * x 1 = 0 := congrArg (fun y : EuclideanSpace ℝ (Fin 2) => y 0) h
  have h1 : 0 * x 0 + (-1) * x 1 = 0 := congrArg (fun y : EuclideanSpace ℝ (Fin 2) => y 1) h
  ext i
  fin_cases i
  · change x 0 = 0
    linarith
  · change x 1 = 0
    linarith

end

end ChargeAsymmetry
```

```lean
#print axioms ChargeAsymmetry.groundEnergy_even
#print axioms ChargeAsymmetry.charge_asymmetry
```

```
'ChargeAsymmetry.groundEnergy_even' depends on axioms: [propext, Classical.choice, Quot.sound]
'ChargeAsymmetry.charge_asymmetry' depends on axioms: [propext, Classical.choice, Quot.sound]
```
